# Uncoupled response overestimates C6 for single-frequency oscillators with repulsive coupling

Two neutral molecules a large distance R apart attract each other through correlated fluctuations of their charge. With retardation neglected, the leading energy of this attraction is −C6/R⁶, and C6 follows from how each molecule polarizes at imaginary frequency. A cheap calculation takes this response from independent electronic transitions. A more expensive one lets the charge displaced by a transition act back on the transition itself. How much does C6 change?

The model here gives each molecule a single transition. D > 0 is its bare excitation energy, and K > 0 is a coupling that stands for the net repulsion of the displaced charge with itself, inside one molecule. Units are atomic, so energies and frequencies are the same numbers. For this model the uncoupled C6 is always too large compared with the coupled one, and for two identical molecules the ratio is explicit.

## Polarizability, C6 and the coupled frequency

```lean
import Mathlib

open MeasureTheory Set Filter
open scoped Real Topology

namespace DispersionCoupling

noncomputable section
```

These lines load the mathematical library Mathlib and allow short names, such as `π`. `Ioi (0 : ℝ)`, used below, is the set of real w > 0.

```lean
/-- Polarizability at imaginary frequency `i w` of an oscillator of strength `f` and
frequency `a`; the domain is `a ≠ 0` or `w ≠ 0`. -/
def pol (f a w : ℝ) : ℝ := f / (a ^ 2 + w ^ 2)
```

`pol f a w` is the polarizability of an oscillator with strength f and frequency a, at imaginary frequency iw:

α(iw) = f/(a² + w²)

It is real and has no resonance on the imaginary axis. Leaving out the last argument, `pol f a` is the whole function of w.

```lean
/-- The Casimir–Polder functional: `3/π` times the integral over positive imaginary
frequencies of the product of two polarizabilities. -/
def c6 (α β : ℝ → ℝ) : ℝ := 3 / π * ∫ w in Ioi (0 : ℝ), α w * β w
```

`c6` takes two such functions and returns a number:

C6 = (3/π) ∫₀^∞ α(iw) β(iw) dw

Each polarizability is a single function, with no dependence on direction.

```lean
/-- Frequency of an oscillator of bare frequency `D` with coupling `K`, for `D > 0`
and `K > 0`. -/
def coupledFreq (D K : ℝ) : ℝ := √(D * (D + 2 * K))
```

This is the frequency of the coupled oscillator, written Ω below:

Ω = √(D(D + 2K))

At this point it is only a definition. The Dyson equation will justify it.

## The frequency integral

```lean
/-- For `a > 0`, the derivative of `arctan (w / a)` is the Lorentzian `a / (a² + w²)`. -/
theorem hasDerivAt_arctan_div {a : ℝ} (ha : 0 < a) (w : ℝ) :
    HasDerivAt (fun w => Real.arctan (w / a)) (a / (a ^ 2 + w ^ 2)) w := by
  have hq : a ^ 2 + w ^ 2 ≠ 0 := by positivity
  refine ((hasDerivAt_id' w).div_const a).arctan.congr_deriv ?_
  rw [show 1 + (w / a) ^ 2 = (a ^ 2 + w ^ 2) / a ^ 2 by field_simp]
  field_simp
```

A Lean theorem lists its hypotheses, then a colon, then the statement; the proof follows `:=`. Here `ha` is the hypothesis a > 0, and `HasDerivAt F F' w` says that F has derivative F' at w. By the chain rule,

d/dw arctan(w/a) = (1/a)/(1 + w²/a²) = a/(a² + w²)

The tactic `field_simp` clears the denominators.

```lean
/-- For `a, b > 0`, equal or different, the integral over `w > 0` of `1 / ((a² + w²) (b² + w²))` is
`π / (2 a b (a + b))`. -/
theorem integral_kernel {a b : ℝ} (ha : 0 < a) (hb : 0 < b) :
    ∫ w in Ioi (0 : ℝ), 1 / ((a ^ 2 + w ^ 2) * (b ^ 2 + w ^ 2))
      = π / (2 * a * b * (a + b)) := by
  have hlim : ∀ c : ℝ, 0 < c →
      Tendsto (fun w : ℝ => Real.arctan (w / c)) atTop (𝓝 (π / 2)) := fun c hc =>
    (Real.tendsto_arctan_atTop.mono_right nhdsWithin_le_nhds).comp
      (tendsto_id.atTop_div_const hc)
  rcases eq_or_ne a b with rfl | hab
  · -- equal frequencies: the antiderivative has a rational part that vanishes at infinity
    have hd : ∀ w ∈ Ici (0 : ℝ), HasDerivAt
        (fun w => (w / (a ^ 2 + w ^ 2) + Real.arctan (w / a) / a) / (2 * a ^ 2))
        (1 / ((a ^ 2 + w ^ 2) * (a ^ 2 + w ^ 2))) w := by
      intro w _
      have hne : a ^ 2 + w ^ 2 ≠ 0 := by positivity
      have hq : HasDerivAt (fun w : ℝ => a ^ 2 + w ^ 2) (2 * w) w :=
        ((hasDerivAt_pow 2 w).const_add (a ^ 2)).congr_deriv (by norm_num)
      refine ((((hasDerivAt_id' w).fun_div hq hne).fun_add
        ((hasDerivAt_arctan_div ha w).div_const a)).div_const (2 * a ^ 2)).congr_deriv ?_
      field_simp
      ring
    have h0 : Tendsto (fun w : ℝ => w / (a ^ 2 + w ^ 2)) atTop (𝓝 0) := by
      refine squeeze_zero' ?_ ?_ tendsto_inv_atTop_zero
      · filter_upwards [eventually_gt_atTop (0 : ℝ)] with w hw
        positivity
      · filter_upwards [eventually_gt_atTop (0 : ℝ)] with w hw
        rw [inv_eq_one_div, div_le_div_iff₀ (by positivity) hw]
        nlinarith [sq_nonneg a]
    rw [integral_Ioi_of_hasDerivAt_of_nonneg' hd (fun w _ => by positivity)
      ((h0.add ((hlim a ha).div_const a)).div_const (2 * a ^ 2))]
    simp only [zero_div, Real.arctan_zero, add_zero, sub_zero, zero_add]
    rw [div_div, div_div]
    congr 1
    ring
  · -- different frequencies: partial fractions
    have h1 : b - a ≠ 0 := sub_ne_zero.mpr hab.symm
    have h2 : a + b ≠ 0 := by positivity
    have hd : ∀ w ∈ Ici (0 : ℝ), HasDerivAt
        (fun w => (Real.arctan (w / a) / a - Real.arctan (w / b) / b) / ((b - a) * (a + b)))
        (1 / ((a ^ 2 + w ^ 2) * (b ^ 2 + w ^ 2))) w := by
      intro w _
      have hqa : a ^ 2 + w ^ 2 ≠ 0 := by positivity
      have hqb : b ^ 2 + w ^ 2 ≠ 0 := by positivity
      refine ((((hasDerivAt_arctan_div ha w).div_const a).fun_sub
        ((hasDerivAt_arctan_div hb w).div_const b)).div_const _).congr_deriv ?_
      field_simp
      ring
    rw [integral_Ioi_of_hasDerivAt_of_nonneg' hd (fun w _ => by positivity)
      ((((hlim a ha).div_const a).sub ((hlim b hb).div_const b)).div_const _)]
    simp only [zero_div, Real.arctan_zero, sub_zero]
    field_simp
```

In words: for a, b > 0,

∫₀^∞ dw/((a² + w²)(b² + w²)) = π/(2ab(a + b))

For a ≠ b, partial fractions give

1/((a² + w²)(b² + w²)) = [1/(a² + w²) − 1/(b² + w²)]/((b − a)(a + b))

so an antiderivative is

[arctan(w/a)/a − arctan(w/b)/b]/((b − a)(a + b))

It vanishes at w = 0. As w → ∞ both arctangents tend to π/2, and the limit is

(π/2)(1/a − 1/b)/((b − a)(a + b)) = π/(2ab(a + b))

For a = b the partial fractions break down, and the antiderivative is instead

[w/(a² + w²) + arctan(w/a)/a]/(2a²)

Its derivative is

[(a² − w²)/(a² + w²)² + 1/(a² + w²)]/(2a²) = 1/(a² + w²)²

The fraction w/(a² + w²) lies between 0 and 1/w for w > 0, so it vanishes at infinity, and the integral is π/(4a³), in agreement with the general formula.

The proof has the same shape. `rcases eq_or_ne a b` separates the cases, `hlim` is the limit of the arctangent, `hd` checks the antiderivative in each case, and `h0` is the squeeze argument. The lemma `integral_Ioi_of_hasDerivAt_of_nonneg'` is the fundamental theorem of calculus on a half-line; it obtains convergence of the integral from two facts together: the integrand is non-negative and the antiderivative has a finite limit.

```lean
/-- The dispersion coefficient of two oscillators with strengths `f`, `g` and positive
frequencies `a`, `b` is `3 f g / (2 a b (a + b))`. -/
theorem c6_pol {a b : ℝ} (ha : 0 < a) (hb : 0 < b) (f g : ℝ) :
    c6 (pol f a) (pol g b) = 3 * f * g / (2 * a * b * (a + b)) := by
  have h : ∀ w, pol f a w * pol g b w
      = f * g * (1 / ((a ^ 2 + w ^ 2) * (b ^ 2 + w ^ 2))) := by
    intro w
    rw [pol, pol, div_mul_div_comm, mul_one_div]
  unfold c6
  simp only [h]
  rw [integral_const_mul, integral_kernel ha hb]
  have hpi := Real.pi_ne_zero
  field_simp
```

Taking the constant fg out of the integral gives

C6 = (3/π) · fg · π/(2ab(a + b)) = 3fg/(2ab(a + b))

The proof does exactly this: `h` separates fg from the kernel, `integral_kernel` supplies the integral, and π cancels. The strengths f and g may be any real numbers here.

## What the coupling does to the response

```lean
/-- For `D, K > 0`, the Dyson equation with bare response `2D / (D² + w²)` and coupling `K`
has exactly one solution: the response of the same strength `2D` at the coupled frequency. -/
theorem dyson_iff {D K : ℝ} (hD : 0 < D) (hK : 0 < K) (w x : ℝ) :
    x = pol (2 * D) D w - pol (2 * D) D w * K * x
      ↔ x = pol (2 * D) (coupledFreq D K) w := by
  have hq : 0 < D ^ 2 + w ^ 2 := by positivity
  have hp : 0 < D * (D + 2 * K) + w ^ 2 := by positivity
  have hs : 0 ≤ D * (D + 2 * K) := by positivity
  have hc : pol (2 * D) D w * (D ^ 2 + w ^ 2) = 2 * D := div_mul_cancel₀ _ hq.ne'
  have hr : pol (2 * D) (coupledFreq D K) w = 2 * D / (D * (D + 2 * K) + w ^ 2) := by
    rw [pol, coupledFreq, Real.sq_sqrt hs]
  rw [hr, eq_div_iff hp.ne']
  constructor
  · intro h
    linear_combination (D ^ 2 + w ^ 2) * h + (1 - K * x) * hc
  · intro h
    apply mul_right_cancel₀ hq.ne'
    linear_combination h - (1 - K * x) * hc
```

Write χ₀ = 2D/(D² + w²) for the bare response, which is `pol (2 * D) D w`. The coupled response x at a given w must satisfy the Dyson equation

x = χ₀ − χ₀Kx

The second term is the reaction to the field of the displaced charge. Multiplying by D² + w² gives

x(D² + w²) = 2D − 2DKx

and collecting the terms in x gives

x = 2D/(D² + 2DK + w²) = 2D/(Ω² + w²)

The strength is still 2D, and only the frequency has moved. The sign `↔` means "if and only if", so the theorem says that this x solves the equation and that no other x does. In the proof, `hc` records χ₀(D² + w²) = 2D, and each `linear_combination` names the multiples of known equations that add up to the desired one. The reverse direction also cancels the non-zero factor D² + w².

```lean
/-- For `D, K > 0`, the perturbation series in the coupling sums to the coupled response
at every imaginary frequency, zero included, if and only if `2K < D`. -/
theorem series_hasSum_iff {D K : ℝ} (hD : 0 < D) (hK : 0 < K) :
    (∀ w, HasSum (fun n : ℕ => pol (2 * D) D w * (-(K * pol (2 * D) D w)) ^ n)
      (pol (2 * D) (coupledFreq D K) w)) ↔ 2 * K < D := by
  constructor
  · -- the static response gives the strongest condition
    intro h
    have h0 := (h 0).summable
    have hst : pol (2 * D) D 0 = 2 / D := by
      rw [pol, zero_pow two_ne_zero, add_zero]
      field_simp
    have hc : 2 / D ≠ 0 := by positivity
    have hn : 0 ≤ K * (2 / D) := by positivity
    rw [hst, summable_mul_left_iff hc, summable_geometric_iff_norm_lt_one, norm_neg,
      Real.norm_of_nonneg hn, show K * (2 / D) = 2 * K / D by ring, div_lt_one hD] at h0
    exact h0
  · intro h w
    have hq : 0 < D ^ 2 + w ^ 2 := by positivity
    have hc : 0 < pol (2 * D) D w := by
      unfold pol
      positivity
    have hlt : K * pol (2 * D) D w < 1 := by
      rw [pol, ← mul_div_assoc, div_lt_one hq]
      nlinarith [mul_pos hD (sub_pos.mpr h), sq_nonneg w]
    have hKc : 0 < K * pol (2 * D) D w := mul_pos hK hc
    have hr : ‖-(K * pol (2 * D) D w)‖ < 1 := by
      rwa [norm_neg, Real.norm_of_nonneg hKc.le]
    have hne : 1 - -(K * pol (2 * D) D w) ≠ 0 := by linarith
    have hi := mul_inv_cancel₀ hne
    -- the geometric sum solves the Dyson equation
    rw [← (dyson_iff hD hK w (pol (2 * D) D w * (1 - -(K * pol (2 * D) D w))⁻¹)).mp
      (by linear_combination pol (2 * D) D w * hi)]
    exact (hasSum_geometric_of_norm_lt_one hr).mul_left _
```

Inserting the Dyson equation into itself repeatedly produces a perturbation series in K:

χ₀ − χ₀Kχ₀ + χ₀Kχ₀Kχ₀ − … = Σₙ χ₀(−Kχ₀)ⁿ, n = 0, 1, 2, …

`HasSum` says that a series converges to a stated value. The theorem says that this series gives the coupled response at every w exactly when 2K < D.

The series is geometric, with ratio −Kχ₀. At w = 0 we have χ₀ = 2/D, so convergence there requires 2K/D < 1. Conversely, if 2K < D, then at every w

Kχ₀ = 2DK/(D² + w²) ≤ 2K/D < 1

and the sum is χ₀/(1 + Kχ₀). This solves the Dyson equation, so by `dyson_iff` it is the coupled response. The two bullets after `constructor` are these two directions.

For 2K ≥ D the series fails at zero frequency, although the coupled response there is perfectly finite. In this one-transition model, then, going to higher orders is no substitute for solving the Dyson equation when the coupling is strong.

## How much C6 falls

```lean
/-- For identical oscillators of strength `f` with `D, K > 0`, replacing the bare frequency by the
coupled one multiplies the dispersion coefficient by `(1 + 2K/D)^(-3/2)`, a factor below one. -/
theorem c6_coupled_identical {D K : ℝ} (hD : 0 < D) (hK : 0 < K) (f : ℝ) :
    c6 (pol f (coupledFreq D K)) (pol f (coupledFreq D K))
        = (1 + 2 * K / D) ^ (-(3 / 2) : ℝ) * c6 (pol f D) (pol f D)
      ∧ (1 + 2 * K / D) ^ (-(3 / 2) : ℝ) < 1 := by
  have hpos : 0 < 2 * K / D := by positivity
  have hx : 0 < 1 + 2 * K / D := by positivity
  refine ⟨?_, Real.rpow_lt_one_of_one_lt_of_neg (by linarith) (by norm_num)⟩
  have hw : 0 < coupledFreq D K := Real.sqrt_pos.mpr (by positivity)
  -- the frequency grows by the square root of 1 + 2K/D
  have hs : coupledFreq D K = D * √(1 + 2 * K / D) := by
    rw [coupledFreq, show D * (D + 2 * K) = D ^ 2 * (1 + 2 * K / D) by field_simp,
      Real.sqrt_mul (sq_nonneg D), Real.sqrt_sq hD.le]
  have hr : (1 + 2 * K / D) ^ (-(3 / 2) : ℝ) = (√(1 + 2 * K / D) ^ 3)⁻¹ := by
    rw [Real.rpow_neg hx.le, Real.sqrt_eq_rpow, ← Real.rpow_natCast, ← Real.rpow_mul hx.le]
    norm_num
  rw [c6_pol hw hw, c6_pol hD hD, hr, hs, ← div_eq_inv_mul, div_div]
  congr 1
  ring
```

Averaged over directions, the polarizability is the response multiplied by |μ|²/3, where μ is the transition dipole moment, so f = 2D|μ|²/3. The coupling leaves f alone and replaces D by Ω. For identical oscillators of frequency a, the closed form becomes C6 = 3f²/(4a³), hence

C6(coupled)/C6(uncoupled) = (D/Ω)³ = (1 + 2K/D)^(−3/2)

for f ≠ 0. Lean states this as a product, which also holds for f = 0. The sign `∧` means "and": the second part says that the factor is below one, because a number above one is raised to a negative power. In the proof, `hs` is Ω = D√(1 + 2K/D), and `hr` rewrites the power −3/2 as the inverse cube of a square root.

At 2K = D the factor is 2^(−3/2) ≈ 0.35, so the uncoupled coefficient is nearly three times the coupled one.

```lean
/-- For two oscillators with positive strengths, bare frequencies and couplings, the uncoupled
dispersion coefficient exceeds the coupled one at the same strengths. -/
theorem c6_coupled_lt {f g D E K L : ℝ} (hf : 0 < f) (hg : 0 < g) (hD : 0 < D)
    (hE : 0 < E) (hK : 0 < K) (hL : 0 < L) :
    c6 (pol f (coupledFreq D K)) (pol g (coupledFreq E L)) < c6 (pol f D) (pol g E) := by
  have h1 : D < coupledFreq D K :=
    (Real.lt_sqrt hD.le).mpr (by nlinarith [mul_pos hD hK])
  have h2 : E < coupledFreq E L :=
    (Real.lt_sqrt hE.le).mpr (by nlinarith [mul_pos hE hL])
  rw [c6_pol (hD.trans h1) (hE.trans h2), c6_pol hD hE]
  apply div_lt_div_of_pos_left (by positivity) (by positivity)
  exact mul_lt_mul'' (mul_lt_mul'' (by linarith) h2 (by positivity) hE.le)
    (add_lt_add h1 h2) (by positivity) (by positivity)

end

end DispersionCoupling
```

The molecules may now differ. The first has strength f, bare frequency D and coupling K; the second has g, E and L. All six are positive. Since

D² < D² + 2DK

the first coupled frequency exceeds D, which is `h1`; `h2` is the same for E. Both C6 values have the numerator 3fg > 0, and every frequency-dependent factor in the denominator 2ab(a + b) grows when the coupling is switched on. The coupled C6 is therefore strictly smaller, and the energy −C6/R⁶ computed without coupling is too deep.

The comparison is with the coupled model, not with experiment. The direction of the error comes from the assumed sign of the coupling: a negative K with D + 2K > 0 would lower the frequency. Real molecules have many transitions that mix, and their exchange contributions can work against the repulsion. Within the one-transition picture with K > 0, the result shows what is at stake in choosing between uncoupled and coupled response for long-range dispersion.

```lean
#print axioms DispersionCoupling.series_hasSum_iff
-- 'DispersionCoupling.series_hasSum_iff' depends on axioms: [propext, Classical.choice, Quot.sound]
#print axioms DispersionCoupling.c6_coupled_identical
-- 'DispersionCoupling.c6_coupled_identical' depends on axioms: [propext, Classical.choice, Quot.sound]
#print axioms DispersionCoupling.c6_coupled_lt
-- 'DispersionCoupling.c6_coupled_lt' depends on axioms: [propext, Classical.choice, Quot.sound]
```
